# The discrete Matsubara transform turns convolution with an antiperiodic function into a product

If a discrete imaginary-time convolution wraps negative times around without the fermionic minus sign, its Matsubara transform is in general not the product of the two transforms, and the Dyson equation need not separate at the fermionic frequencies. With the sign in place both properties hold exactly on a uniform grid of any size $N\ge 1$.

```lean
import Mathlib

open Finset

namespace DiscreteDysonConvolution

noncomputable section

/-- The fermionic Matsubara phase `exp(iπ(2n+1)j/N)` at frequency index `n` and time step `j`. -/
def phase (N : ℕ) (n j : ℤ) : ℂ :=
  Complex.exp (Complex.I * (Real.pi : ℂ) * (2 * (n : ℂ) + 1) * (j : ℂ) / (N : ℂ))

/-- The discrete Matsubara transform of a function on the imaginary-time grid. -/
def transform (N : ℕ) (a : ℤ → ℂ) (n : ℤ) : ℂ :=
  ∑ j ∈ range N, a (j : ℤ) * phase N n (j : ℤ)

/-- The discrete imaginary-time convolution over one period of `N` steps. -/
def conv (N : ℕ) (a b : ℤ → ℂ) (j : ℤ) : ℂ :=
  ∑ k ∈ range N, a (j - (k : ℤ)) * b (k : ℤ)

/-- The right-hand side `g0 + g0 ∗ (s ∗ g)` of the Dyson equation on the time grid, with bare
propagator `g0`, self-energy `s` and full propagator `g`. -/
def dysonRHS (N : ℕ) (g0 s g : ℤ → ℂ) (j : ℤ) : ℂ :=
  g0 j + conv N g0 (conv N s g) j

/-- The phases of successive time displacements multiply. -/
theorem phase_add (N : ℕ) (n j k : ℤ) :
    phase N n (j + k) = phase N n j * phase N n k := by
  unfold phase
  rw [← Complex.exp_add]
  congr 1
  push_cast
  ring

/-- The fermionic phase changes sign after one full period of `N` steps. -/
theorem phase_antiperiodic {N : ℕ} (hN : 0 < N) (n : ℤ) :
    Function.Antiperiodic (phase N n) (N : ℤ) := by
  intro j
  have hN' : (N : ℂ) ≠ 0 := by exact_mod_cast hN.ne'
  have h : phase N n (N : ℤ) = -1 := by
    have e : Complex.I * (Real.pi : ℂ) * (2 * (n : ℂ) + 1) * (((N : ℤ) : ℂ)) / (N : ℂ)
        = (Real.pi : ℂ) * Complex.I + (n : ℂ) * (2 * (Real.pi : ℂ) * Complex.I) := by
      rw [Int.cast_natCast, div_eq_iff hN']
      ring
    unfold phase
    rw [e, Complex.exp_add, Complex.exp_pi_mul_I, Complex.exp_eq_one_iff.2 ⟨n, rfl⟩, mul_one]
  rw [phase_add, h]
  ring

/-- The sum of a periodic function over one period does not depend on the starting point. -/
theorem sum_shift {N : ℕ} {f : ℤ → ℂ} (hf : ∀ x, f (x + (N : ℤ)) = f x) (m : ℤ) :
    ∑ j ∈ range N, f ((j : ℤ) + m) = ∑ j ∈ range N, f (j : ℤ) := by
  -- moving the window by one step trades the first term for an equal last term
  have step : ∀ m : ℤ, ∑ j ∈ range N, f ((j : ℤ) + (m + 1)) = ∑ j ∈ range N, f ((j : ℤ) + m) := by
    intro m
    have h : ∑ j ∈ range (N + 1), f ((j : ℤ) + m)
        = ∑ j ∈ range N, f ((j : ℤ) + m) + f ((N : ℤ) + m) := Finset.sum_range_succ _ N
    have h' : ∑ j ∈ range (N + 1), f ((j : ℤ) + m)
        = ∑ j ∈ range N, f ((j : ℤ) + (m + 1)) + f m := by
      rw [Finset.sum_range_succ']
      congr 1
      · refine Finset.sum_congr rfl fun j _ => ?_
        congr 1
        push_cast
        ring
      · simp
    have e : f ((N : ℤ) + m) = f m := by rw [add_comm]; exact hf m
    linear_combination h - h' + e
  refine Int.induction_on m (by simp) (fun i ih => ?_) (fun i ih => ?_)
  · exact (step _).trans ih
  · have h := step (-(i : ℤ) - 1)
    rw [sub_add_cancel] at h
    exact h.symm.trans ih

/-- Translating an antiperiodic function in imaginary time by `m` steps changes its transform
only by the phase of the displacement. -/
theorem transform_shift {N : ℕ} (hN : 0 < N) {a : ℤ → ℂ}
    (ha : Function.Antiperiodic a (N : ℤ)) (n m : ℤ) :
    transform N (fun j => a (j + m)) n * phase N n m = transform N a n := by
  have h := sum_shift (N := N) (f := fun x => a x * phase N n x)
    (fun x => by
      show a (x + N) * phase N n (x + N) = a x * phase N n x
      rw [ha x, phase_antiperiodic hN n x]
      ring) m
  unfold transform
  rw [Finset.sum_mul]
  refine Eq.trans (Finset.sum_congr rfl fun j _ => ?_) h
  show a (j + m) * phase N n j * phase N n m = a (j + m) * phase N n (j + m)
  rw [phase_add]
  ring

/-- The convolution inherits antiperiodicity from its first factor. -/
theorem conv_antiperiodic {N : ℕ} {a : ℤ → ℂ} (ha : Function.Antiperiodic a (N : ℤ))
    (b : ℤ → ℂ) : Function.Antiperiodic (conv N a b) (N : ℤ) := by
  intro j
  unfold conv
  rw [← Finset.sum_neg_distrib]
  refine Finset.sum_congr rfl fun k _ => ?_
  have e : j + (N : ℤ) - (k : ℤ) = (j - k) + N := by ring
  rw [e, ha (j - k), neg_mul]

/-- Convolution theorem: the Matsubara transform turns the imaginary-time convolution
with an antiperiodic function into a product at each frequency. -/
theorem transform_conv {N : ℕ} (hN : 0 < N) {a : ℤ → ℂ}
    (ha : Function.Antiperiodic a (N : ℤ)) (b : ℤ → ℂ) (n : ℤ) :
    transform N (conv N a b) n = transform N a n * transform N b n := by
  have hl : transform N (conv N a b) n
      = ∑ k ∈ range N, ∑ j ∈ range N, a ((j : ℤ) - k) * b k * phase N n j := by
    simp only [transform, conv, Finset.sum_mul]
    exact Finset.sum_comm
  have hr : transform N a n * transform N b n
      = ∑ k ∈ range N, transform N a n * (b k * phase N n k) := by
    rw [← Finset.mul_sum]
    rfl
  rw [hl, hr]
  refine Finset.sum_congr rfl fun k _ => ?_
  -- at fixed k the inner sum is b k times the transform of a translated function
  have h := transform_shift hN ha n (-(k : ℤ))
  have e : phase N n (-(k : ℤ)) * phase N n k = 1 := by
    rw [← phase_add]
    simp [phase]
  have t : ∑ j ∈ range N, a ((j : ℤ) - k) * b k * phase N n j
      = transform N (fun j => a (j + -(k : ℤ))) n * b k := by
    unfold transform
    rw [Finset.sum_mul]
    refine Finset.sum_congr rfl fun j _ => ?_
    show a ((j : ℤ) - (k : ℤ)) * b (k : ℤ) * phase N n (j : ℤ)
      = a ((j : ℤ) + -(k : ℤ)) * phase N n (j : ℤ) * b (k : ℤ)
    rw [← sub_eq_add_neg]
    ring
  rw [t]
  linear_combination (b k * phase N n k) * h
    - (transform N (fun j => a (j + -(k : ℤ))) n * b k) * e

/-- The phases at a time step strictly between `0` and `N` cancel when summed over the Matsubara
frequencies with indices `0, …, N - 1`. -/
theorem sum_phase {N l : ℕ} (hl : 0 < l) (hlN : l < N) :
    ∑ n ∈ range N, phase N (n : ℤ) (l : ℤ) = 0 := by
  have hN' : (N : ℂ) ≠ 0 := by exact_mod_cast (hl.trans hlN).ne'
  obtain ⟨z, hz⟩ : ∃ z : ℂ,
      z = Complex.exp ((l : ℂ) / N * (2 * (Real.pi : ℂ) * Complex.I)) := ⟨_, rfl⟩
  have hzN : z ^ N = 1 := by
    rw [hz, ← Complex.exp_nat_mul]
    refine Complex.exp_eq_one_iff.2 ⟨(l : ℤ), ?_⟩
    push_cast
    field_simp
  have hz1 : z ≠ 1 := by
    intro h
    rw [hz] at h
    obtain ⟨m, hm⟩ := Complex.exp_eq_one_iff.1 h
    have h1 := mul_right_cancel₀ Complex.two_pi_I_ne_zero hm
    rw [div_eq_iff hN'] at h1
    have h2 : (l : ℤ) = m * N := by exact_mod_cast h1
    have h3 : (N : ℤ) ≤ l := Int.le_of_dvd (by omega) ⟨m, by rw [h2]; ring⟩
    omega
  -- the sum is a geometric series in a nontrivial N-th root of unity
  have hg : ∑ n ∈ range N, z ^ n = 0 := by
    have g := geom_sum_mul z N
    rw [hzN, sub_self] at g
    exact (mul_eq_zero.1 g).resolve_right (sub_ne_zero.2 hz1)
  have hp : ∀ n ∈ range N, phase N (n : ℤ) (l : ℤ) = phase N 0 l * z ^ n := by
    intro n _
    unfold phase
    rw [hz, ← Complex.exp_nat_mul, ← Complex.exp_add]
    congr 1
    push_cast
    ring
  rw [Finset.sum_congr rfl hp, ← Finset.mul_sum, hg, mul_zero]

/-- Inversion formula: the Matsubara components `0, …, N - 1` recover an antiperiodic function at
every time step. -/
theorem inversion {N : ℕ} (hN : 0 < N) {a : ℤ → ℂ}
    (ha : Function.Antiperiodic a (N : ℤ)) (j : ℤ) :
    a j = (∑ n ∈ range N, transform N a n * phase N n (-j)) / N := by
  have hN' : (N : ℂ) ≠ 0 := by exact_mod_cast hN.ne'
  have h : ∀ n ∈ range N, transform N a (n : ℤ) * phase N n (-j)
      = ∑ l ∈ range N, a ((l : ℤ) + j) * phase N n l := by
    intro n _
    have e : phase N n j * phase N n (-j) = 1 := by
      rw [← phase_add]
      simp [phase]
    rw [← transform_shift hN ha n j, mul_assoc, e, mul_one]
    rfl
  rw [eq_div_iff hN', Finset.sum_congr rfl h, Finset.sum_comm]
  simp only [← Finset.mul_sum]
  -- only the time step l = 0 survives the frequency sum
  rw [Finset.sum_eq_single 0]
  · simp [phase]
  · intro l hl h0
    rw [sum_phase (Nat.pos_of_ne_zero h0) (Finset.mem_range.1 hl), mul_zero]
  · intro h0
    exact absurd (Finset.mem_range.2 hN) h0

/-- For antiperiodic `g0`, `s` and `g`, the Dyson equation holds at every imaginary-time step
exactly when its algebraic form `G = G0 + G0 S G` holds at every Matsubara frequency. -/
theorem dyson_iff {N : ℕ} (hN : 0 < N) {g0 s g : ℤ → ℂ}
    (hg0 : Function.Antiperiodic g0 (N : ℤ)) (hs : Function.Antiperiodic s (N : ℤ))
    (hg : Function.Antiperiodic g (N : ℤ)) :
    g = dysonRHS N g0 s g ↔ ∀ n : ℤ, transform N g n =
      transform N g0 n + transform N g0 n * (transform N s n * transform N g n) := by
  have hr : Function.Antiperiodic (dysonRHS N g0 s g) (N : ℤ) := by
    intro j
    unfold dysonRHS
    rw [hg0 j, conv_antiperiodic hg0 _ j]
    ring
  have hT : ∀ n : ℤ, transform N (dysonRHS N g0 s g) n =
      transform N g0 n + transform N g0 n * (transform N s n * transform N g n) := by
    intro n
    rw [← transform_conv hN hs, ← transform_conv hN hg0]
    simp only [transform, dysonRHS, add_mul, Finset.sum_add_distrib]
  constructor
  · intro h n
    exact (congrArg (fun f => transform N f n) h).trans (hT n)
  · intro h
    funext j
    rw [inversion hN hg j, inversion hN hr j]
    congr 1
    exact Finset.sum_congr rfl fun n _ => by rw [hT n, ← h n]

/-- For antiperiodic `g0`, `s` and `g`, if `1 - G0 S` vanishes at no Matsubara frequency, the Dyson
equation on the time grid is equivalent to `G = G0 / (1 - G0 S)` at every frequency. -/
theorem dyson_solution {N : ℕ} (hN : 0 < N) {g0 s g : ℤ → ℂ}
    (hg0 : Function.Antiperiodic g0 (N : ℤ)) (hs : Function.Antiperiodic s (N : ℤ))
    (hg : Function.Antiperiodic g (N : ℤ))
    (hD : ∀ n : ℤ, 1 - transform N g0 n * transform N s n ≠ 0) :
    g = dysonRHS N g0 s g ↔ ∀ n : ℤ, transform N g n =
      transform N g0 n / (1 - transform N g0 n * transform N s n) := by
  rw [dyson_iff hN hg0 hs hg]
  refine forall_congr' fun n => ?_
  rw [eq_div_iff (hD n)]
  constructor <;> intro h <;> linear_combination h

end

end DiscreteDysonConvolution
```

```lean
#print axioms DiscreteDysonConvolution.transform_conv
-- 'DiscreteDysonConvolution.transform_conv' depends on axioms: [propext, Classical.choice, Quot.sound]
#print axioms DiscreteDysonConvolution.dyson_solution
-- 'DiscreteDysonConvolution.dyson_solution' depends on axioms: [propext, Classical.choice, Quot.sound]
```

## Grid functions, phases and sums

A fermionic propagator at inverse temperature $\beta$ obeys $G(\tau+\beta)=-G(\tau)$. On the grid $\tau_j=j\beta/N$, with the same one-sided limit taken at each of its jumps $\tau=0,\pm\beta,\dots$, it becomes a function $a:\mathbb Z\to\mathbb C$ with $a(j+N)=-a(j)$, which is what `Function.Antiperiodic a (N : ℤ)` says. The Matsubara frequencies are $\omega_n=(2n+1)\pi/\beta$, so `phase N n j` is

$$e_n(j)=e^{i\omega_n\tau_j}=\exp\!\big(i\pi(2n+1)j/N\big).$$

The definitions `transform` and `conv` are the finite sums

$$A(n)=\sum_{j=0}^{N-1}a(j)\,e_n(j),\qquad (a*b)(j)=\sum_{k=0}^{N-1}a(j-k)\,b(k).$$

Neither carries the time step $\Delta\tau=\beta/N$ that a Riemann sum for the corresponding integral would have. In the Dyson equation, which contains two convolutions, the missing factors can be absorbed by letting `s` stand for $\Delta\tau^2$ times the sampled self-energy. An instantaneous (Hartree–Fock) part $\Sigma_0\,\delta(\tau)$ cannot be sampled; it contributes $\Delta\tau\,\Sigma_0$ to $s(0)$ instead.

The theorem `transform_conv` states that the transform of $a*b$ at every integer $n$ is $A(n)B(n)$, where $B$ is the transform of $b$. Only $a$ has to be antiperiodic, because the sums use $b$ solely at $0,\dots,N-1$. The companion `conv_antiperiodic` states that $a*b$ is again antiperiodic.

## The Dyson equation, frequency by frequency

Let $g_0$, $s$ and $g$ be antiperiodic, with transforms $G_0$, $S$ and $G$. The theorem `dyson_iff` says that $g=g_0+g_0*(s*g)$ holds at all time steps exactly when

$$G(n)=G_0(n)+G_0(n)S(n)G(n)$$

holds for all $n$. If $1-G_0(n)S(n)$ never vanishes, `dyson_solution` replaces this condition by $G(n)=G_0(n)/(1-G_0(n)S(n))$. The nonvanishing condition excludes frequencies at which the equation has no solution: where $G_0S=1$, it would demand $G_0=0$, which contradicts $G_0S=1$.

For a scalar propagator on a finite uniform grid, this justifies solving the Dyson equation of a many-body calculation by one division per frequency instead of a linear system coupling all times. The transforms repeat when $n$ grows by $N$, so $N$ divisions suffice. The quotients do belong to an antiperiodic $g$: by `inversion`, the transform is an injective linear map from the antiperiodic functions to the $N$-periodic functions of $n$, and both spaces have dimension $N$. The self-energy is given, not derived from an interaction, and orbital matrices are not treated. Nor do the theorems bound the error between the grid sums and the continuous-time integrals.

## Why the convolution factorises

The exponential gives $e_n(j+k)=e_n(j)e_n(k)$, which is `phase_add`. Since $e_n(N)=e^{i\pi(2n+1)}=-1$, the phase is itself antiperiodic (`phase_antiperiodic`). The product $f(j)=a(j)e_n(j)$ therefore picks up two minus signs over one period and is periodic.

A periodic function has the same sum over any window of $N$ consecutive points: moving the window from $m$ to $m+1$ removes $f(m)$ and adds $f(m+N)$, which is equal to it. In `sum_shift`, Lean splits a sum of $N+1$ terms once at each end to obtain this step, then reaches every integer shift by induction in both directions. Consequently

$$e_n(m)\sum_{j=0}^{N-1}a(j+m)e_n(j)=\sum_{j=0}^{N-1}a(j+m)e_n(j+m)=A(n),$$

which is `transform_shift`. Taking $m=-k$ and multiplying by $e_n(k)$ gives $\sum_j a(j-k)e_n(j)=A(n)e_n(k)$. Exchanging the two finite sums then yields

$$\sum_{j=0}^{N-1}(a*b)(j)\,e_n(j)=\sum_{k=0}^{N-1}b(k)\sum_{j=0}^{N-1}a(j-k)e_n(j)=A(n)\sum_{k=0}^{N-1}b(k)e_n(k)=A(n)B(n).$$

In `transform_conv`, `Finset.sum_comm` performs the exchange, and the final `linear_combination` combines the translation rule with $e_n(-k)e_n(k)=1$. Antiperiodicity of the convolution is read off term by term from $a(j+N-k)=-a(j-k)$.

## The sign that periodic wrapping loses

Take $N=2$ and let $a=b$ be the *periodic* function that is $0$ at even and $1$ at odd integers. Then $(a*b)(0)=a(-1)b(1)=1$ and $(a*b)(1)=0$, so the transform of the convolution is $1$ at every $n$. But $A(n)=B(n)=e_n(1)=i(-1)^n$, and the product is $-1$. An antiperiodic $a$ with the same values at $0$ and $1$ has $a(-1)=-1$, which restores agreement.

## From frequencies back to times

To return to the time grid, fix $0<l<N$ and set $z=e^{2\pi i l/N}$. Then $e_n(l)=e_0(l)z^n$, and

$$(z-1)\sum_{n=0}^{N-1}z^n=z^N-1=0.$$

Here $z\ne1$, since otherwise $l/N$ would be an integer. The phases therefore sum to zero, as `sum_phase` states. The translation rule now gives

$$\sum_{n=0}^{N-1}A(n)e_n(-j)=\sum_{l=0}^{N-1}a(l+j)\sum_{n=0}^{N-1}e_n(l)=N\,a(j),$$

because only $l=0$ survives, where every phase is $1$. Division by $N$ is the theorem `inversion`, valid at every integer $j$.

For the Dyson equation, the right-hand side $r=g_0+g_0*(s*g)$ is antiperiodic because $g_0$ is. Two uses of the convolution theorem, recorded as `hT` in `dyson_iff`, show that its transform is $G_0+G_0SG$. If $g=r$, the transforms agree. Conversely, if they agree at every $n$, `inversion` applied to both $g$ and $r$ gives $g(j)=r(j)$ at every $j$.

Finally, collecting the terms in $G$ turns the frequency equation into $(1-G_0S)G=G_0$. Dividing by the nonzero factor gives `dyson_solution`, where `eq_div_iff` handles the division and `linear_combination` the rearrangement in each direction.
